# Saturating and Linear Correlation Energies in a Two-Configuration Isoelectronic Series

When correlation energies from the first few ions of an isoelectronic series are extrapolated to higher nuclear charge $Z$, it matters whether the leading term is a constant or linear in $Z$. In a model with two coupled configurations, this depends on whether their energies already differ at order $Z^2$. If the second configuration lies higher at that order, the correlation energy approaches a constant. If the two are degenerate at that order, it is exactly proportional to $Z$.

## The model and its two regimes

With lengths scaled by $1/Z$, the non-relativistic one-electron energies of an atom are proportional to $Z^2$ and the electron repulsion is proportional to $Z$. Take two configurations built from hydrogenic orbitals and subtract the $Z^2$ energy of the first from both diagonal entries. The Hamiltonian becomes

$$H(Z)=\begin{pmatrix} Za & Zb\\ Zb & Z^2g+Zd\end{pmatrix}.$$

Here $a$ and $d$ are the repulsion energies of the two configurations per unit charge, $b$ is the repulsion matrix element that couples them, also per unit charge, and $g$ is their hydrogenic energy gap per $Z^2$. The configurations $1s^2$ and $2p^2$ of a helium-like ion have $g>0$. The configurations $1s^22s^2$ and $1s^22p^2$ of a beryllium-like ion have $g=0$, because hydrogenic $2s$ and $2p$ levels coincide.

Let $E(Z)$ be the lower eigenvalue. The correlation energy of the model is $E(Z)-Za$, the lowering relative to the first configuration alone. For $b\neq0$ the claim is:

- if $g>0$, then $E(Z)-Za\to-b^2/g$ as $Z\to\infty$;
- if $g=0$, then $E(Z)-Za=cZ$ for all $Z>0$, with a constant $c<0$.

## Derivation from the secular equation

Let $Z>0$, write an eigenvalue as $e=Z(a+u)$, and put $\Delta=Zg+d-a$. After division by $Z$, the eigenvalue equations for amplitudes $(v_0,v_1)$ are

$$b\,v_1=u\,v_0,\qquad b\,v_0+\Delta v_1=u\,v_1 .$$

If $v_0$ were zero, the first equation would give $v_1=0$ as well, so $v_0\neq0$. Multiplying the second equation by $b$ and inserting the first gives $b^2v_0+\Delta u v_0=u^2v_0$, hence

$$u^2=\Delta u+b^2 .$$

The lower root is

$$s=\tfrac12\left(\Delta-\sqrt{\Delta^2+4b^2}\right),$$

which is negative because the square root exceeds $|\Delta|$. Conversely, $(b,s)$ solves both equations with $u=s$. Therefore $E(Z)=Z(a+s)$, and the correlation energy is $Zs$.

**Degenerate case, $g=0$.** Now $\Delta=d-a$ does not contain $Z$, and neither does $s$. The correlation energy is $cZ$ with

$$c=\tfrac12\left(d-a-\sqrt{(d-a)^2+4b^2}\right)<0 .$$

**Gapped case, $g>0$.** Now $\Delta\to\infty$. Once $\Delta>0$, the secular equation gives $\Delta s=s^2-b^2>-b^2$, so

$$-\frac{b^2}{\Delta}<s<0,$$

and $s\to0$. The secular equation also reads $s(\Delta-s)=-b^2$, where $\Delta-s\neq0$ because $b\neq0$. Hence

$$Zs=\frac{-b^2}{g+(d-a)/Z-s/Z}\;\longrightarrow\;-\frac{b^2}{g}.$$

The normalised ground state is $(b,s)/\sqrt{b^2+s^2}$, so the second configuration has weight $s^2/(b^2+s^2)$. In this two-state model the weight vanishes at large $Z$ when $g>0$ and stays fixed when $g=0$, where a single configuration is no better a description of highly charged ions than of light ones. These weights come from the derivation by hand and are not the subject of a theorem below.

**Sign of the energy itself.** For $g=0$ the correlation energy is always negative, but $E(Z)$ need not be: $a=d=2$, $b=1$ gives $E(Z)=Z$. Write $E(Z)=Zt$ with $t=a+s$. The other root is $t'=a+d-t$, and $tt'=ad-b^2$.

- If $a<0$, then $t<a<0$.
- If $ad<b^2$, the roots have opposite signs and the lower one, $t$, is negative.
- If $a\ge0$ and $ad\ge b^2$, then $d\ge0$. A negative $t$ would make $t'$ positive and $tt'$ negative, a contradiction.

So $E(Z)<0$ exactly when $a<0$ or $ad<b^2$. This energy excludes the common $Z^2$ term that was subtracted at the start. The criterion is a statement about the model with arbitrary real parameters. For the actual Coulomb repulsion between electrons neither condition can hold: the repulsion is a positive operator, so $a>0$ and $ad>b^2$, and $E(Z)$ is positive.

## The Hamiltonian and its energies in Lean

```lean
import Mathlib

open Filter Topology Matrix

namespace IsoelectronicCorrelation

noncomputable section
```

The matrix is entered as above, with real parameters and a real nuclear charge, so integer charges are included.

```lean
/-- Two-configuration Hamiltonian at nuclear charge `Z`: all entries are linear in `Z`, except
for a quadratic splitting `Z ^ 2 * g` of the second configuration. -/
def hamiltonian (a b d g Z : ℝ) : Matrix (Fin 2) (Fin 2) ℝ :=
  !![Z * a, Z * b; Z * b, Z ^ 2 * g + Z * d]
```

A level is a real number `e` for which some non-zero vector `v` satisfies $Hv=ev$. The product `*ᵥ` is matrix times vector, and `v 0` and `v 1` are the amplitudes of the first and second configuration.

```lean
/-- The energy levels: all real eigenvalues of the two-configuration Hamiltonian. -/
def levels (a b d g Z : ℝ) : Set ℝ :=
  {e | ∃ v : Fin 2 → ℝ, v ≠ 0 ∧ hamiltonian a b d g Z *ᵥ v = e • v}
```

The ground energy is defined as an infimum. That it is an attained eigenvalue is proved later, for $b\neq0$ and $Z>0$.

```lean
/-- The ground energy: the infimum of the energy levels. -/
def groundEnergy (a b d g Z : ℝ) : ℝ := sInf (levels a b d g Z)
```

The reference for the correlation energy is the first diagonal entry. The model has no orbital relaxation, so this reference is not a Hartree–Fock energy optimised at each $Z$, and $-b^2/g$ is the contribution of one configuration only.

```lean
/-- The correlation energy: the ground energy relative to the energy `Z * a` of the first
configuration alone. -/
def correlationEnergy (a b d g Z : ℝ) : ℝ := groundEnergy a b d g Z - Z * a
```

## The shift of a coupled level

The function `levelShift` is the root $s$, written for an arbitrary energy distance `Δ`.

```lean
/-- The lower level of two states coupled by `b`, measured from the energy of the first state; `Δ`
is the energy of the second state minus that of the first. -/
def levelShift (Δ b : ℝ) : ℝ := (Δ - √(Δ ^ 2 + 4 * b ^ 2)) / 2
```

The secular equation follows from the square of the square root. Once the definition is unfolded, the two sides differ by a quarter of that identity, which is what `linear_combination h / 4` records.

```lean
/-- The level shift solves the secular equation of the two-state problem. -/
theorem levelShift_secular (Δ b : ℝ) :
    levelShift Δ b ^ 2 = Δ * levelShift Δ b + b ^ 2 := by
  have h := Real.sq_sqrt (show 0 ≤ Δ ^ 2 + 4 * b ^ 2 by positivity)
  unfold levelShift
  linear_combination h / 4
```

The sign of $s$ comes from comparing $\Delta$ with the square root.

```lean
/-- For non-zero coupling the lower level lies strictly below the energy of the first state,
whatever the value of `Δ`. -/
theorem levelShift_neg (Δ : ℝ) {b : ℝ} (hb : b ≠ 0) : levelShift Δ b < 0 := by
  have hb2 : 0 < b ^ 2 := by positivity
  have h : Δ < √(Δ ^ 2 + 4 * b ^ 2) := Real.lt_sqrt_of_sq_lt (by linarith)
  unfold levelShift
  linarith
```

The next lemma is the bound $-b^2/\Delta<s$. Its left side is the second-order perturbation energy, which in this two-state problem overestimates the lowering. The proof multiplies through by `Δ` and uses $s^2>0$.

```lean
/-- For non-zero coupling to a second state lying higher by `Δ`, the second-order perturbation
energy `-b ^ 2 / Δ` is a strict lower bound to the level shift. -/
theorem secondOrder_lt_levelShift {Δ b : ℝ} (hb : b ≠ 0) (hΔ : 0 < Δ) :
    -b ^ 2 / Δ < levelShift Δ b := by
  have hq := levelShift_secular Δ b
  have hne := (levelShift_neg Δ hb).ne
  have hpos : 0 < levelShift Δ b ^ 2 := by positivity
  rw [div_lt_iff₀ hΔ]
  linarith [mul_comm Δ (levelShift Δ b)]
```

## The lowest eigenvalue in closed form

The matrix equation is first split into its two components.

```lean
/-- The eigenvalue equation written out for the two configuration amplitudes. -/
theorem eigen_iff (a b d g Z e : ℝ) (v : Fin 2 → ℝ) :
    hamiltonian a b d g Z *ᵥ v = e • v ↔
      Z * a * v 0 + Z * b * v 1 = e * v 0 ∧
      Z * b * v 0 + (Z ^ 2 * g + Z * d) * v 1 = e * v 1 := by
  simp [funext_iff, Fin.forall_fin_two, hamiltonian, dotProduct,
    Fin.sum_univ_two]
```

`IsLeast` says that $Z(a+s)$ is a level and that no level lies below it. The first half supplies the eigenvector `![b, s]`. The second half takes any level, writes it as $Z(a+u)$, cancels $Z$ to obtain `k0` and `k1`, shows $v_0\neq0$, and arrives at the secular equation `hu`. In place of the quadratic formula it uses $(\Delta-2u)^2=\Delta^2+4b^2$, which gives $\Delta-2u\le\sqrt{\Delta^2+4b^2}$ and so $s\le u$.

```lean
/-- The lowest energy level at nuclear charge `Z > 0`, in closed form. -/
theorem isLeast_levels (a d g : ℝ) {b Z : ℝ} (hb : b ≠ 0) (hZ : 0 < Z) :
    IsLeast (levels a b d g Z) (Z * (a + levelShift (Z * g + d - a) b)) := by
  constructor
  · -- the amplitudes (b, s) give an eigenvector
    have hq := levelShift_secular (Z * g + d - a) b
    generalize levelShift (Z * g + d - a) b = s at hq ⊢
    refine ⟨![b, s], fun h => hb (congrFun h 0), ?_⟩
    rw [eigen_iff]
    change Z * a * b + Z * b * s = Z * (a + s) * b ∧
      Z * b * b + (Z ^ 2 * g + Z * d) * s = Z * (a + s) * s
    exact ⟨by ring, by linear_combination (-Z) * hq⟩
  · rintro e ⟨v, hv, he⟩
    rw [eigen_iff] at he
    obtain ⟨h0, h1⟩ := he
    have hZ' : Z ≠ 0 := hZ.ne'
    obtain ⟨u, rfl⟩ : ∃ u, e = Z * (a + u) :=
      ⟨e / Z - a, by linear_combination (-e) * mul_inv_cancel₀ hZ'⟩
    have k0 : b * v 1 = u * v 0 := mul_left_cancel₀ hZ' (by linear_combination h0)
    have k1 : b * v 0 + (Z * g + d - a) * v 1 = u * v 1 :=
      mul_left_cancel₀ hZ' (by linear_combination h1)
    have hv0 : v 0 ≠ 0 := by
      intro h
      have h2 : b * v 1 = 0 := by rw [k0, h, mul_zero]
      have h3 : v 1 = 0 := (mul_eq_zero.mp h2).resolve_left hb
      exact hv (funext (Fin.forall_fin_two.mpr ⟨h, h3⟩))
    -- every level obeys the same secular equation, so it is not below the lower root
    have hu : u ^ 2 = (Z * g + d - a) * u + b ^ 2 :=
      mul_right_cancel₀ hv0 (by
        linear_combination (-(u - (Z * g + d - a))) * k0 - b * k1)
    have habs : |(Z * g + d - a) - 2 * u| ≤ √((Z * g + d - a) ^ 2 + 4 * b ^ 2) :=
      Real.abs_le_sqrt (le_of_eq (by linear_combination 4 * hu))
    have hle := le_trans (le_abs_self _) habs
    have hs : levelShift (Z * g + d - a) b ≤ u := by
      unfold levelShift
      linarith
    exact mul_le_mul_of_nonneg_left (by linarith) hZ.le
```

The infimum equals this least element, and subtracting $Za$ leaves $Zs$.

```lean
/-- The correlation energy is `Z` times the level shift at energy distance `Z * g + d - a`. -/
theorem correlationEnergy_eq (a d g : ℝ) {b Z : ℝ} (hb : b ≠ 0) (hZ : 0 < Z) :
    correlationEnergy a b d g Z = Z * levelShift (Z * g + d - a) b := by
  unfold correlationEnergy groundEnergy
  rw [(isLeast_levels a d g hb hZ).csInf_eq]
  ring
```

## Saturation and linearity

The main theorem assumes only $b\neq0$, meaning that the electron repulsion really does mix the two configurations. Its first part is the limit: `Tendsto … atTop (𝓝 (-b ^ 2 / g))` says that the correlation energy tends to $-b^2/g$ as $Z\to\infty$. Its second part gives the slope $c$ as `levelShift (d - a) b`, states that it is negative, and asserts exact proportionality for every $Z>0$. A negative $g$, for which the second configuration would be the lower one at large $Z$, falls under neither part.

In the proof, `hΔ` is $\Delta\to\infty$, and `hs` squeezes $s$ between the second-order energy and zero. The limit of the denominator is `hden`, and `hlim` is the limit of the quotient. The remaining lines show that this quotient equals the correlation energy for positive $Z$, again from the secular equation. The case $g=0$ is a substitution.

```lean
/-- Isoelectronic series with coupling `b ≠ 0`: for `g > 0` the correlation energy saturates at `-b
^ 2 / g`, and for `g = 0` it is exactly linear in the nuclear charge with a negative slope. -/
theorem correlation_saturates_or_linear (a d g : ℝ) {b : ℝ} (hb : b ≠ 0) :
    (0 < g → Tendsto (correlationEnergy a b d g) atTop (𝓝 (-b ^ 2 / g))) ∧
    (g = 0 → levelShift (d - a) b < 0 ∧
      ∀ Z, 0 < Z → correlationEnergy a b d g Z = levelShift (d - a) b * Z) := by
  constructor
  · intro hg
    have h1 : Tendsto (fun Z : ℝ => Z * g) atTop atTop := tendsto_id.atTop_mul_const hg
    have hΔ : Tendsto (fun Z : ℝ => Z * g + d - a) atTop atTop :=
      (tendsto_atTop_add_const_right atTop (d - a) h1).congr (fun Z => by ring)
    -- the level shift vanishes, squeezed by second-order perturbation theory
    have hs : Tendsto (fun Z : ℝ => levelShift (Z * g + d - a) b) atTop (𝓝 0) := by
      refine tendsto_of_tendsto_of_tendsto_of_le_of_le' (hΔ.const_div_atTop (-b ^ 2))
        tendsto_const_nhds ?_ (Eventually.of_forall fun Z => (levelShift_neg _ hb).le)
      filter_upwards [hΔ.eventually_gt_atTop 0] with Z hZ
      exact (secondOrder_lt_levelShift hb hZ).le
    have hinv : Tendsto (fun Z : ℝ => Z⁻¹) atTop (𝓝 0) := tendsto_inv_atTop_zero
    have hden : Tendsto (fun Z : ℝ => g + (d - a) * Z⁻¹ - levelShift (Z * g + d - a) b * Z⁻¹)
        atTop (𝓝 g) := by
      have h := ((tendsto_const_nhds (x := g)).add (hinv.const_mul (d - a))).sub (hs.mul hinv)
      simp only [mul_zero, add_zero, sub_zero] at h
      exact h
    have hlim : Tendsto (fun Z : ℝ =>
        -b ^ 2 / (g + (d - a) * Z⁻¹ - levelShift (Z * g + d - a) b * Z⁻¹))
        atTop (𝓝 (-b ^ 2 / g)) := tendsto_const_nhds.div hden hg.ne'
    refine hlim.congr' ?_
    filter_upwards [eventually_gt_atTop 0] with Z hZ
    rw [correlationEnergy_eq a d g hb hZ]
    have hq := levelShift_secular (Z * g + d - a) b
    generalize levelShift (Z * g + d - a) b = s at hq ⊢
    have hne : Z * g + d - a - s ≠ 0 := by
      intro h
      have h0 : b ^ 2 = 0 := by linear_combination -hq - s * h
      exact hb (pow_eq_zero_iff two_ne_zero |>.mp h0)
    have hZ' : Z ≠ 0 := hZ.ne'
    have hd : g + (d - a) * Z⁻¹ - s * Z⁻¹ = (Z * g + d - a - s) / Z := by
      linear_combination (-g) * mul_inv_cancel₀ hZ'
    rw [hd, div_div_eq_mul_div, div_eq_iff hne]
    linear_combination Z * hq
  · rintro rfl
    refine ⟨levelShift_neg _ hb, fun Z hZ => ?_⟩
    rw [correlationEnergy_eq a d 0 hb hZ, show Z * 0 + d - a = d - a by ring, mul_comm]
```

For $g\ge0$ the two regimes combine into an equivalence: a finite limit exists exactly when $g>0$. If $g=0$, the correlation energy is a negative constant times $Z$ and tends to $-\infty$, which excludes any finite limit `L`.

```lean
/-- For `b ≠ 0` and `g ≥ 0`, the correlation energy has a finite limit at large nuclear charge
exactly when the quadratic splitting is non-zero. -/
theorem finite_limit_iff (a d : ℝ) {b g : ℝ} (hb : b ≠ 0) (hg : 0 ≤ g) :
    (∃ L, Tendsto (correlationEnergy a b d g) atTop (𝓝 L)) ↔ 0 < g := by
  constructor
  · rintro ⟨L, hL⟩
    by_contra hn
    have h0 : g = 0 := le_antisymm (not_lt.mp hn) hg
    obtain ⟨hc, hlin⟩ := (correlation_saturates_or_linear a d g hb).2 h0
    have hbot : Tendsto (fun Z : ℝ => levelShift (d - a) b * Z) atTop atBot :=
      tendsto_id.const_mul_atTop_of_neg hc
    refine not_tendsto_nhds_of_tendsto_atBot hbot L (hL.congr' ?_)
    filter_upwards [eventually_gt_atTop 0] with Z hZ
    exact hlin Z hZ
  · exact fun h => ⟨_, (correlation_saturates_or_linear a d g hb).1 h⟩
```

## When the degenerate ground energy is negative

The last theorem is the sign criterion for $E(Z)$ at $g=0$. The identity `ht` is the product of the roots, $tt'=ad-b^2$. The forward direction is the contradiction found above. In the backward direction, the case $a<0$ is immediate. For $ad<b^2$, the proof supposes $t\ge0$, uses the secular equation to show that the other root is larger than $a$ and hence positive, and contradicts the negative product.

```lean
/-- For `b ≠ 0`, `Z > 0` and no quadratic splitting, the ground energy of the model Hamiltonian is
negative exactly when `a < 0` or `a * d < b ^ 2`. -/
theorem groundEnergy_neg_iff (a d : ℝ) {b Z : ℝ} (hb : b ≠ 0) (hZ : 0 < Z) :
    groundEnergy a b d 0 Z < 0 ↔ a < 0 ∨ a * d < b ^ 2 := by
  have hE : groundEnergy a b d 0 Z = Z * (a + levelShift (d - a) b) := by
    unfold groundEnergy
    rw [(isLeast_levels a d 0 hb hZ).csInf_eq, show Z * 0 + d - a = d - a by ring]
  have hq := levelShift_secular (d - a) b
  have hs := levelShift_neg (d - a) hb
  have hb2 : 0 < b ^ 2 := by positivity
  rw [hE]
  generalize levelShift (d - a) b = s at hq hs ⊢
  -- the secular equation for the energy per unit charge t = a + s
  have ht : (a + s) * (a + d - (a + s)) = a * d - b ^ 2 := by linear_combination -hq
  constructor
  · intro h
    have hneg : a + s < 0 := by
      by_contra hn
      exact absurd h (not_lt_of_ge (mul_nonneg hZ.le (not_lt.mp hn)))
    by_contra hn
    rw [not_or, not_lt, not_lt] at hn
    obtain ⟨ha, had⟩ := hn
    have hd : 0 ≤ d := by
      by_contra hd
      have := mul_nonneg ha (neg_nonneg.mpr (not_le.mp hd).le)
      linarith [mul_neg a d]
    have := mul_neg_of_neg_of_pos hneg (show 0 < a + d - (a + s) by linarith)
    linarith
  · intro h
    refine mul_neg_of_pos_of_neg hZ ?_
    rcases h with ha | had
    · linarith
    · by_contra hn
      have hn' : 0 ≤ a + s := not_lt.mp hn
      have hds : 0 < d - s - a := by
        by_contra hd
        have := mul_nonneg (neg_nonneg.mpr hs.le) (neg_nonneg.mpr (not_lt.mp hd))
        nlinarith
      have := mul_nonneg hn' (show 0 ≤ a + d - (a + s) by linarith)
      linarith

end

end IsoelectronicCorrelation
```

```lean
#print axioms IsoelectronicCorrelation.correlation_saturates_or_linear
-- 'IsoelectronicCorrelation.correlation_saturates_or_linear' depends on axioms: [propext, Classical.choice, Quot.sound]
#print axioms IsoelectronicCorrelation.finite_limit_iff
-- 'IsoelectronicCorrelation.finite_limit_iff' depends on axioms: [propext, Classical.choice, Quot.sound]
#print axioms IsoelectronicCorrelation.groundEnergy_neg_iff
-- 'IsoelectronicCorrelation.groundEnergy_neg_iff' depends on axioms: [propext, Classical.choice, Quot.sound]
```
